# A row-sum bound on the full CI ground-energy shift caused by matrix-element errors

## Three determinants, three times the error

Put two electrons into three spin orbitals. There are three determinants, $\{0,1\}$, $\{0,2\}$ and $\{1,2\}$, and any two of them differ by one replacement. Let the exact Hamiltonian matrix be $H=0$, and let every entry of the error matrix $V$ be $-e$ with $e>0$. The normalised vector $(1,1,1)/\sqrt3$ is an eigenvector of $V$ with eigenvalue $-3e$, which is the lowest one. Each entry is wrong by only $e$, but the ground energy moves by $3e$, because the errors along a row add up coherently.

For $N$ electrons in $M$ spin orbitals, the task is therefore to bound the sum of the errors along a row.

## From integral errors to matrix-element errors

Suppose that the spin orbitals are orthonormal, that the one-electron integrals are exact and that each antisymmetrised two-electron integral over these spin orbitals is wrong by at most $e$. By the Slater–Condon rules, a diagonal element contains one such integral for each of the $\binom N2$ electron pairs. An element between determinants that differ by one replacement contains $N-1$ of them, a double replacement contains one, and higher replacements give zero. With $k$ the number of replacements, the error is at most $e\,w_k$, where
$$w_0=\tbinom N2,\qquad w_1=N-1,\qquad w_2=1,\qquad w_k=0\ \ (k>2).$$

The theorem takes these entry bounds as its hypothesis; the Slater–Condon rules are the physical reason for them. It gives an upper bound on the ground-energy error of full CI with approximate two-electron integrals in a finite orbital basis.

## The sum along a row

Let $K=M-N$. To reach a determinant $k$ replacements away, choose $k$ orbitals to vacate and $k$ to fill, which can be done in $\binom Nk\binom Kk$ ways. Each row of weights therefore sums to
$$\binom N2+(N-1)NK+\binom N2\binom K2=\binom N2\,\frac{K^2+3K+2}{2}=\binom N2\binom{K+2}{2}=:B.$$
For $N=2$, $M=3$ this is $3$.

## From row sums to the energy

For symmetric $V$ and any real vector $v$, the inequality $2|v_iv_j|\le v_i^2+v_j^2$ gives
$$|v\cdot Vv|\le\sum_{ij}|V_{ij}|\,\frac{v_i^2+v_j^2}{2}=\sum_i\Big(\sum_j|V_{ij}|\Big)v_i^2\le eB\,(v\cdot v).$$

Let $H$ be symmetric as well, and let $E$ and $E'$ be the lowest eigenvalues of $H$ and $H+V$, with eigenvectors $v$ and $w$. Expanding a trial vector in orthonormal eigenvectors shows that its energy expectation value is never below the lowest eigenvalue. Using each ground state as the trial vector for the other matrix,
$$E'\,(v\cdot v)\le v\cdot(H+V)v=E\,(v\cdot v)+v\cdot Vv\le(E+eB)(v\cdot v),$$
$$E\,(w\cdot w)\le w\cdot Hw=E'\,(w\cdot w)-w\cdot Vw\le(E'+eB)(w\cdot w).$$
Dividing by the positive squared norms gives $|E'-E|\le eB$.

## What the symmetry of $H$ is needed for

In the three-determinant example take $e=1$, so that the bound is $3$. Let $H$ have the single nonzero entry $H_{12}=15$, and let $V$ have only $V_{12}=V_{21}=1$. All eigenvalues of $H$ are $0$. Those of $H+V$ are $0$ and $\pm\sqrt{16\cdot1}=\pm4$, so the lowest eigenvalue moves by $4$. It is thus not enough to require that $H$ and $H+V$ have only real eigenvalues.

## The statement in Lean

A `Determinant M N` is a set of $N$ occupied orbitals out of `Fin M`. The replacement degree of `S` and `T` is `(S.1 \ T.1).card`, the number of orbitals occupied in `S` but not in `T`, and `weight N k` is $w_k$. `IsGroundEnergy H E` says that `E` is the least real number with a nonzero eigenvector.

The main theorem, `groundEnergy_shift_le`, assumes that `H` and `V` are symmetric, that the entries of `V` obey the bounds (`hb`), and that `E` and `E'` are the two ground energies. That these lowest eigenvalues exist is assumed through `hE` and `hE'`. Neither $e\ge0$ nor $2\le N\le M$ is required; for $N>M$ there are no determinants and hence no ground energy.

The matrices are real and act on the whole $N$-electron space, without restriction to a spin or symmetry sector.

```lean
import Mathlib

open Matrix

namespace FullCIIntegralErrors

noncomputable section

/-- The determinants of full CI: choices of `N` occupied spin orbitals among `M`. -/
abbrev Determinant (M N : ℕ) := {S : Finset (Fin M) // S.card = N}

/-- The largest allowed error of a matrix element, in units of `e`, between determinants that
differ by `k` replacements: `C(N,2)`, `N - 1`, `1` for `k = 0, 1, 2`, and zero beyond. -/
def weight (N k : ℕ) : ℝ :=
  if k = 0 then (N.choose 2 : ℝ) else if k = 1 then (N : ℝ) - 1 else if k = 2 then 1 else 0

/-- `E` is the lowest real eigenvalue of the real matrix `H`. -/
def IsGroundEnergy {n : Type*} [Fintype n] (H : Matrix n n ℝ) (E : ℝ) : Prop :=
  IsLeast {μ : ℝ | ∃ v : n → ℝ, v ≠ 0 ∧ H *ᵥ v = μ • v} E

/-- From a given determinant, exactly `C(N,k) C(M-N,k)` determinants are reached by
replacing `k` orbitals. -/
theorem card_replacements {M N : ℕ} (S : Determinant M N) (k : ℕ) :
    (Finset.univ.filter fun T : Determinant M N => (S.1 \ T.1).card = k).card
      = N.choose k * (M - N).choose k := by
  have hS := S.2
  have hc : (S.1ᶜ).card = M - N := by rw [Finset.card_compl, Fintype.card_fin, hS]
  have hcount : N.choose k * (M - N).choose k
      = (Finset.powersetCard k S.1 ×ˢ Finset.powersetCard k S.1ᶜ).card := by
    rw [Finset.card_product, Finset.card_powersetCard, Finset.card_powersetCard, hc, hS]
  rw [hcount]
  -- a determinant is encoded by its vacated and its newly filled orbitals
  refine Finset.card_bij (fun T _ => (S.1 \ T.1, T.1 \ S.1)) ?_ ?_ ?_
  · intro T hT
    have hk : (S.1 \ T.1).card = k := (Finset.mem_filter.1 hT).2
    have h1 := Finset.card_sdiff_add_card_inter S.1 T.1
    have h2 := Finset.card_sdiff_add_card_inter T.1 S.1
    rw [Finset.inter_comm] at h2
    have hT' := T.2
    simp only [Finset.mem_product, Finset.mem_powersetCard]
    exact ⟨⟨Finset.sdiff_subset, hk⟩,
      fun x hx => Finset.mem_compl.2 (Finset.mem_sdiff.1 hx).2, by omega⟩
  · intro T _ T' _ h
    apply Subtype.ext
    ext x
    have h3 := Finset.ext_iff.1 (congrArg Prod.fst h) x
    have h4 := Finset.ext_iff.1 (congrArg Prod.snd h) x
    simp only [Finset.mem_sdiff] at h3 h4
    tauto
  · rintro ⟨A, B⟩ hAB
    simp only [Finset.mem_product, Finset.mem_powersetCard] at hAB
    obtain ⟨⟨hAS, hAk⟩, hBS, hBk⟩ := hAB
    have hB : ∀ x, x ∈ B → x ∉ S.1 := fun x hx => Finset.mem_compl.1 (hBS hx)
    have e1 : S.1 \ ((S.1 \ A) ∪ B) = A := by
      ext x
      have a := @hAS x
      have b := hB x
      simp only [Finset.mem_sdiff, Finset.mem_union]
      tauto
    have e2 : ((S.1 \ A) ∪ B) \ S.1 = B := by
      ext x
      have b := hB x
      simp only [Finset.mem_sdiff, Finset.mem_union]
      tauto
    have hcard : ((S.1 \ A) ∪ B).card = N := by
      have h1 := Finset.card_sdiff_add_card_eq_card hAS
      rw [Finset.card_union_of_disjoint (Finset.disjoint_left.2
        fun x hx hxB => hB x hxB (Finset.mem_sdiff.1 hx).1)]
      omega
    exact ⟨⟨(S.1 \ A) ∪ B, hcard⟩, Finset.mem_filter.2
      ⟨Finset.mem_univ _, (congrArg Finset.card e1).trans hAk⟩, Prod.ext e1 e2⟩

/-- The weights in each row of the CI matrix add up to `C(N,2) C(M-N+2,2)`. -/
theorem sum_weight {M N : ℕ} (S : Determinant M N) :
    ∑ T : Determinant M N, weight N (S.1 \ T.1).card
      = (N.choose 2 : ℝ) * ((M - N + 2).choose 2 : ℝ) := by
  have key : ∀ k, weight N k = (N.choose 2 : ℝ) * (if k = 0 then 1 else 0)
      + ((N : ℝ) - 1) * (if k = 1 then 1 else 0) + (if k = 2 then 1 else 0) := by
    intro k
    rcases k with _ | _ | _ | k <;> simp [weight]
  simp only [key, Finset.sum_add_distrib, ← Finset.mul_sum, Finset.sum_boole,
    card_replacements]
  generalize M - N = K
  simp only [Nat.choose_zero_right, Nat.choose_one_right, Nat.cast_mul, Nat.cast_choose_two,
    Nat.cast_one, Nat.cast_add, Nat.cast_ofNat]
  ring

/-- If all absolute row sums of a real symmetric matrix are at most `R`, its expectation
values are at most `R` in magnitude, relative to the squared norm of the vector. -/
theorem abs_expectation_le {n : Type*} [Fintype n] {V : Matrix n n ℝ} (hV : V.IsSymm) {R : ℝ}
    (hR : ∀ i, ∑ j, |V i j| ≤ R) (v : n → ℝ) : |v ⬝ᵥ V *ᵥ v| ≤ R * (v ⬝ᵥ v) := by
  -- symmetry lets the two halves of the estimate share one row sum
  have hs : ∑ i, ∑ j, |V i j| * v j ^ 2 / 2 = ∑ i, ∑ j, |V i j| * v i ^ 2 / 2 := by
    rw [Finset.sum_comm]
    refine Finset.sum_congr rfl fun i _ => Finset.sum_congr rfl fun j _ => ?_
    rw [hV.apply i j]
  calc |v ⬝ᵥ V *ᵥ v| = |∑ i, ∑ j, v i * (V i j * v j)| := by
        simp only [dotProduct, Matrix.mulVec, Finset.mul_sum]
    _ ≤ ∑ i, ∑ j, |v i * (V i j * v j)| :=
        (Finset.abs_sum_le_sum_abs _ _).trans
          (Finset.sum_le_sum fun i _ => Finset.abs_sum_le_sum_abs _ _)
    _ ≤ ∑ i, ∑ j, (|V i j| * v i ^ 2 / 2 + |V i j| * v j ^ 2 / 2) := by
        refine Finset.sum_le_sum fun i _ => Finset.sum_le_sum fun j _ => ?_
        have h := mul_nonneg (abs_nonneg (V i j)) (sq_nonneg (|v i| - |v j|))
        rw [abs_mul, abs_mul, ← sq_abs (v i), ← sq_abs (v j)]
        nlinarith [h]
    _ = ∑ i, (∑ j, |V i j|) * v i ^ 2 := by
        simp only [Finset.sum_add_distrib]
        rw [hs, ← Finset.sum_add_distrib]
        refine Finset.sum_congr rfl fun i _ => ?_
        rw [← Finset.sum_add_distrib, Finset.sum_mul]
        exact Finset.sum_congr rfl fun j _ => by ring
    _ ≤ R * (v ⬝ᵥ v) := by
        rw [dotProduct, Finset.mul_sum]
        refine Finset.sum_le_sum fun i _ => ?_
        nlinarith [mul_le_mul_of_nonneg_right (hR i) (sq_nonneg (v i))]

/-- Variational principle: no trial vector has an energy expectation value, relative to its
squared norm, below the lowest eigenvalue of a real symmetric Hamiltonian. -/
theorem variational {n : Type*} [Fintype n] [DecidableEq n] {H : Matrix n n ℝ} {E : ℝ}
    (hH : H.IsSymm) (hE : IsGroundEnergy H E) (v : n → ℝ) :
    E * (v ⬝ᵥ v) ≤ v ⬝ᵥ H *ᵥ v := by
  have hA : (H - E • (1 : Matrix n n ℝ)).IsHermitian := by
    rw [Matrix.IsHermitian, Matrix.conjTranspose_eq_transpose_of_trivial,
      Matrix.transpose_sub, Matrix.transpose_smul, Matrix.transpose_one, hH.eq]
  -- the Hamiltonian shifted by its ground energy has no negative eigenvalue
  have hnn : ∀ i, 0 ≤ hA.eigenvalues i := by
    intro i
    have h : (H - E • (1 : Matrix n n ℝ)) *ᵥ (hA.eigenvectorBasis i).ofLp
        = hA.eigenvalues i • (hA.eigenvectorBasis i).ofLp := hA.mulVec_eigenvectorBasis i
    rw [Matrix.sub_mulVec, Matrix.smul_mulVec, Matrix.one_mulVec] at h
    have hle : E ≤ hA.eigenvalues i + E := by
      refine hE.2 ⟨(hA.eigenvectorBasis i).ofLp, fun h0 =>
        hA.eigenvectorBasis.orthonormal.ne_zero i ?_, ?_⟩
      · ext j
        exact congrFun h0 j
      · rw [add_smul, ← h, sub_add_cancel]
    linarith
  have h := (hA.posSemidef_iff_eigenvalues_nonneg.2 hnn).dotProduct_mulVec_nonneg v
  simp only [star_trivial, Matrix.sub_mulVec, Matrix.smul_mulVec, Matrix.one_mulVec,
    dotProduct_sub, dotProduct_smul, smul_eq_mul] at h
  linarith

/-- A symmetric error matrix with entries bounded by `e` times the weights shifts the lowest
eigenvalue of any real symmetric full CI matrix by at most `e C(N,2) C(M-N+2,2)`. -/
theorem groundEnergy_shift_le {M N : ℕ} {e E E' : ℝ}
    {H V : Matrix (Determinant M N) (Determinant M N) ℝ} (hH : H.IsSymm) (hV : V.IsSymm)
    (hb : ∀ S T, |V S T| ≤ e * weight N (S.1 \ T.1).card)
    (hE : IsGroundEnergy H E) (hE' : IsGroundEnergy (H + V) E') :
    |E' - E| ≤ e * (N.choose 2 * (M - N + 2).choose 2) := by
  have hR : ∀ S, ∑ T, |V S T| ≤ e * (N.choose 2 * (M - N + 2).choose 2) := by
    intro S
    rw [← sum_weight S, Finset.mul_sum]
    exact Finset.sum_le_sum fun T _ => hb S T
  have pos : ∀ v : Determinant M N → ℝ, v ≠ 0 → 0 < v ⬝ᵥ v := fun v hv =>
    lt_of_le_of_ne (Finset.sum_nonneg fun i _ => mul_self_nonneg (v i))
      fun h => hv (dotProduct_self_eq_zero.1 h.symm)
  obtain ⟨v, hv, hev⟩ := hE.1
  obtain ⟨w, hw, hew⟩ := hE'.1
  -- each ground state serves as trial vector for the other Hamiltonian
  have h1 := variational (hH.add hV) hE' v
  have h2 := variational hH hE w
  have h3 := (abs_le.1 (abs_expectation_le hV hR v)).2
  have h4 := (abs_le.1 (abs_expectation_le hV hR w)).1
  have h5 : w ⬝ᵥ H *ᵥ w + w ⬝ᵥ V *ᵥ w = E' * (w ⬝ᵥ w) := by
    rw [← dotProduct_add, ← Matrix.add_mulVec, hew, dotProduct_smul, smul_eq_mul]
  rw [Matrix.add_mulVec, dotProduct_add, hev, dotProduct_smul, smul_eq_mul] at h1
  refine abs_le.2 ⟨le_of_mul_le_mul_right ?_ (pos w hw), le_of_mul_le_mul_right ?_ (pos v hv)⟩
  · linarith
  · linarith

/-- The error matrix whose entries are all `-e` times their weights. -/
def worstError (M N : ℕ) (e : ℝ) : Matrix (Determinant M N) (Determinant M N) ℝ :=
  fun S T => -(e * weight N (S.1 \ T.1).card)

/-- The lowest eigenvalue of the error matrix with all entries `-e` times their weights, if it
has one, is at most `-e C(N,2) C(M-N+2,2)`. -/
theorem worstError_groundEnergy_le {M N : ℕ} {e E : ℝ}
    (hE : IsGroundEnergy (worstError M N e) E) :
    E ≤ -(e * (N.choose 2 * (M - N + 2).choose 2)) := by
  obtain ⟨v, hv, -⟩ := hE.1
  obtain ⟨S₀, -⟩ := Function.ne_iff.1 hv
  -- the uniform superposition of all determinants is an eigenvector
  refine hE.2 ⟨fun _ => 1, fun h => one_ne_zero (congrFun h S₀), ?_⟩
  ext S
  simp only [Matrix.mulVec, dotProduct, worstError, mul_one, Pi.smul_apply,
    smul_eq_mul, Finset.sum_neg_distrib, ← Finset.mul_sum, sum_weight]

end

end FullCIIntegralErrors
```

```lean
#print axioms FullCIIntegralErrors.groundEnergy_shift_le
-- 'FullCIIntegralErrors.groundEnergy_shift_le' depends on axioms: [propext, Classical.choice, Quot.sound]
#print axioms FullCIIntegralErrors.worstError_groundEnergy_le
-- 'FullCIIntegralErrors.worstError_groundEnergy_le' depends on axioms: [propext, Classical.choice, Quot.sound]
```

## How the lemmas fit together

`card_replacements` does the counting. It maps `T` to the pair of vacated and newly filled orbitals, `(S.1 \ T.1, T.1 \ S.1)`, and `Finset.card_bij` asks for a proof that this is a bijection. A pair `(A, B)` comes from the determinant `(S.1 \ A) ∪ B`.

`sum_weight` writes the weight as a sum of three indicator terms, inserts the counts and leaves the polynomial identity in $K$ to `ring`.

`abs_expectation_le` is the row-sum estimate. Its step `hs` exchanges the two summation indices and uses the symmetry of `V`, so that the $v_j^2$ half equals the $v_i^2$ half.

`variational` shifts `H` by `E`. An eigenvalue of the shifted matrix, plus `E`, is an eigenvalue of `H` and so at least `E`. The shifted matrix is therefore positive semidefinite, which is the variational inequality.

`groundEnergy_shift_le` combines these results. `h1` and `h2` are the two trial-vector inequalities, `h3` and `h4` bound the error terms, and `le_of_mul_le_mul_right` divides by the squared norms.

`worstError_groundEnergy_le` generalises the opening example. In `worstError` every entry is $-e$ times its weight, and the unnormalised all-ones vector is an eigenvector with eigenvalue $-eB$, so the lowest eigenvalue is at most $-eB$. For $e\ge0$ and $N\le M$ this matrix is symmetric and obeys the entry bounds, so applying the main theorem by hand with $H=0$ gives the opposite inequality, and the bound is attained among matrices that obey the entry bounds. Errors in the integrals need not reach it: one integral can enter several matrix elements with fixed relative signs, and already for $N=3$, $M=5$ no integral errors of size at most $e$ produce this matrix when $e>0$.
